# Setting Bloch factors of modulus below $d\ge 0$ to zero changes the self-energy $HU\Lambda U^{-1}$ by at most $d\,\|H\|\,\|U\|\,\|U^{-1}\|$

## Modes, Bloch factors and the norm

A periodic lead is a chain of identical cells, each described by finitely many orbitals labelled by a type `n`. At a fixed energy, a lead mode $j$ has an amplitude vector $u_j$ on one cell and is multiplied by a complex number $\lambda_j$, its Bloch factor, on passing to the next cell. A propagating mode has $|\lambda_j|=1$, and a mode that decays into the lead has $|\lambda_j|<1$.

The vectors $u_j$ are the columns of the mode matrix $U$, so $U_{ij}$ is the amplitude of mode $j$ on orbital $i$. In the application these are only the modes that travel or decay into the lead, not those of the opposite direction. They are taken to be as many as the orbitals, and $U$ is assumed invertible: the modes form a basis, and every amplitude vector on a cell is a unique superposition of them. In Lean, `U` has type `(Matrix n n ℂ)ˣ`, a matrix that comes with a two-sided inverse. The two matrices are written `U.val` and `(U⁻¹).val`.

The norm is the operator norm belonging to the Euclidean length of vectors, which is the largest singular value. It is selected by opening `Matrix.Norms.L2Operator`. The type `m` labels the rows of the hopping matrix. For a self-energy acting on one cell, `m` is the same as `n`; the bounds hold for rectangular matrices as well.

```lean
import Mathlib

open Matrix
open scoped Matrix.Norms.L2Operator

namespace BlochTruncation

noncomputable section

variable {m n : Type*} [Fintype m] [Fintype n] [DecidableEq n]
```

Truncation with cutoff $d$ replaces $\lambda_j$ by

$$\lambda'_j=\begin{cases}0, & |\lambda_j|<d,\\ \lambda_j, & |\lambda_j|\ge d.\end{cases}$$

A factor of modulus exactly $d$ is kept. All columns of $U$ are kept too, so the truncation acts on the factors alone. A scheme that deletes columns of $U$ and works with a pseudo-inverse is in general a different approximation, for which the bounds below are not proved.

```lean
/-- The Bloch factors after truncation: those of modulus below `d` are set to zero. -/
def truncate (d : ℝ) (lam : n → ℂ) : n → ℂ :=
  fun j => if ‖lam j‖ < d then 0 else lam j
```

With $\Lambda=\mathrm{diag}(\lambda_j)$, the Bloch matrix is $F=U\Lambda U^{-1}$. It expands the amplitudes of a cell in modes, multiplies each by its factor, and reassembles the result on the next cell.

```lean
/-- The Bloch matrix `U Λ U⁻¹` built from an invertible mode matrix `U` and the
Bloch factors `lam`. -/
def blochMatrix (U : (Matrix n n ℂ)ˣ) (lam : n → ℂ) : Matrix n n ℂ :=
  U.val * diagonal lam * (U⁻¹).val
```

Let $H$ be the hopping matrix that couples a lead cell to the cell before it, taken to be the same for the first lead cell and the cell that precedes the lead. If $\psi_0$ denotes the amplitudes on that preceding cell and no wave comes in from the lead, the amplitudes on the first lead cell are $\psi_1=F\psi_0$, and the term $H\psi_1$ in the Schrödinger equation becomes $HF\psi_0$. The lead thus enters through the self-energy $\Sigma=HF$.

The definition takes $H$, $U$ and $\lambda$ as given. It neither derives the modes from a lead Hamiltonian nor selects the outgoing and decaying ones, and the theorems hold for any choice of these data.

```lean
/-- The lead self-energy `H U Λ U⁻¹` for the hopping matrix `H`. -/
def selfEnergy (H : Matrix m n ℂ) (U : (Matrix n n ℂ)ˣ) (lam : n → ℂ) : Matrix m n ℂ :=
  H * blochMatrix U lam
```

## Action of the Bloch matrix on the modes

Since $U^{-1}U=1$,

$$FU=U\Lambda U^{-1}U=U\Lambda .$$

The Lean proof regroups the product and cancels the inverse in the same way.

```lean
/-- On the mode matrix, the Bloch matrix multiplies each column by its Bloch factor. -/
theorem blochMatrix_mul_modes (U : (Matrix n n ℂ)ˣ) (lam : n → ℂ) :
    blochMatrix U lam * U.val = U.val * diagonal lam := by
  unfold blochMatrix
  rw [mul_assoc, Units.inv_mul, mul_one]
```

Column $j$ of this identity is the eigenvalue equation $Fu_j=\lambda_j u_j$. In components,

$$(FU)_{ij}=(U\Lambda)_{ij}=U_{ij}\lambda_j .$$

The proof checks this entry by entry, with `fun i => U.val i j` standing for the column $u_j$.

```lean
/-- The Bloch matrix maps each column of `U` to its Bloch factor times that column. -/
theorem blochMatrix_mulVec_mode (U : (Matrix n n ℂ)ˣ) (lam : n → ℂ) (j : n) :
    blochMatrix U lam *ᵥ (fun i => U.val i j) = lam j • (fun i => U.val i j) := by
  ext i
  have h : (blochMatrix U lam * U.val) i j = U.val i j * lam j := by
    rw [blochMatrix_mul_modes, mul_diagonal]
  change (blochMatrix U lam * U.val) i j = lam j * U.val i j
  rw [h, mul_comm]
```

## Differences and powers, factor by factor

Let $a$ and $b$ be two sets of Bloch factors for the same modes. Then

$$U\,\mathrm{diag}(a)\,U^{-1}-U\,\mathrm{diag}(b)\,U^{-1}=U\,\mathrm{diag}(a-b)\,U^{-1}$$

by distributivity. The error that inexact factors cause in the Bloch matrix thus has the same form, with the individual errors as factors.

```lean
/-- The difference of two Bloch matrices with the same modes is the Bloch matrix of the
differences of the factors. -/
theorem blochMatrix_sub (U : (Matrix n n ℂ)ˣ) (a b : n → ℂ) :
    blochMatrix U a - blochMatrix U b = blochMatrix U (fun j => a j - b j) := by
  unfold blochMatrix
  rw [← diagonal_sub, mul_sub, sub_mul]
```

Propagation over $k$ cells is the power $F^k$. The inner pairs $U^{-1}U$ cancel, which leaves

$$F^k=U\Lambda^kU^{-1}.$$

The proof is by induction. For $k=0$ both sides are the identity. The step from $k$ to $k+1$ uses

$$U\Lambda^kU^{-1}\,U\Lambda U^{-1}=U\Lambda^{k+1}U^{-1}.$$

```lean
/-- Propagation over `k` cells raises each Bloch factor to the power `k`. -/
theorem blochMatrix_pow (U : (Matrix n n ℂ)ˣ) (lam : n → ℂ) (k : ℕ) :
    blochMatrix U lam ^ k = blochMatrix U (fun j => lam j ^ k) := by
  induction k with
  | zero => simp [blochMatrix]
  | succ k ih =>
    rw [pow_succ, ih]
    -- move the last Bloch matrix through the modes
    have h : diagonal (fun j => lam j ^ (k + 1))
        = diagonal (fun j => lam j ^ k) * diagonal lam := by
      rw [diagonal_mul_diagonal]
      simp only [pow_succ]
    unfold blochMatrix
    rw [h]
    simp only [mul_assoc, Units.inv_mul_cancel_left]
```

## From an error in the factors to an error in the matrix

Suppose $|a_j-b_j|\le c$ for every $j$, with $c\ge0$. A diagonal matrix stretches each coordinate by the modulus of its entry, so its norm is the largest of these moduli, and $\|\mathrm{diag}(a-b)\|\le c$. The norm of a product is at most the product of the norms, hence

$$\|U\,\mathrm{diag}(a-b)\,U^{-1}\|\le\|U\|\,\|\mathrm{diag}(a-b)\|\,\|U^{-1}\|\le c\,\|U\|\,\|U^{-1}\| .$$

The product $\|U\|\,\|U^{-1}\|$ is the condition number of the mode matrix, which grows large when modes are nearly linearly dependent. In the proof, `hD` is the bound on the diagonal matrix, and the `calc` chain is the displayed estimate with one product split off at a time.

```lean
/-- If no Bloch factor changes by more than `c`, the Bloch matrix changes by at most
`c ‖U‖ ‖U⁻¹‖` in operator norm. -/
theorem norm_blochMatrix_sub_le (U : (Matrix n n ℂ)ˣ) (a b : n → ℂ) {c : ℝ} (hc : 0 ≤ c)
    (h : ∀ j, ‖a j - b j‖ ≤ c) :
    ‖blochMatrix U a - blochMatrix U b‖ ≤ c * (‖U.val‖ * ‖(U⁻¹).val‖) := by
  rw [blochMatrix_sub]
  -- the norm of a diagonal matrix is the largest modulus of its diagonal entries
  have hD : ‖(diagonal (fun j => a j - b j) : Matrix n n ℂ)‖ ≤ c := by
    rw [l2_opNorm_diagonal]
    exact (pi_norm_le_iff_of_nonneg hc).mpr h
  calc ‖blochMatrix U (fun j => a j - b j)‖
      ≤ ‖U.val * diagonal (fun j => a j - b j)‖ * ‖(U⁻¹).val‖ := norm_mul_le _ _
    _ ≤ (‖U.val‖ * ‖(diagonal (fun j => a j - b j) : Matrix n n ℂ)‖) * ‖(U⁻¹).val‖ := by
        gcongr
        exact norm_mul_le _ _
    _ ≤ (‖U.val‖ * c) * ‖(U⁻¹).val‖ := by gcongr
    _ = c * (‖U.val‖ * ‖(U⁻¹).val‖) := by ring
```

## Truncated propagation over k cells

Write $F'$ for the Bloch matrix with the truncated factors $\lambda'_j$. The factors of $F^k-F'^k$ are $\lambda_j^k-\lambda_j'^k$. For a kept mode this difference is zero. For a discarded mode and $k\ge1$,

$$|\lambda_j^k-0|=|\lambda_j|^k\le d^k .$$

For $k=0$ both powers equal $1$ and the difference vanishes. The previous estimate with $c=d^k$ gives

$$\|F^k-F'^k\|\le d^k\,\|U\|\,\|U^{-1}\| .$$

The proof makes the same distinctions: `by_cases` separates discarded from kept modes, and `cases k` treats the zeroth power separately.

```lean
/-- Over `k` cells, discarding the Bloch factors of modulus below `d` changes the
propagation matrix by at most `d ^ k ‖U‖ ‖U⁻¹‖`. -/
theorem propagation_truncation_error (U : (Matrix n n ℂ)ˣ) (lam : n → ℂ) {d : ℝ}
    (hd : 0 ≤ d) (k : ℕ) :
    ‖blochMatrix U lam ^ k - blochMatrix U (truncate d lam) ^ k‖
      ≤ d ^ k * (‖U.val‖ * ‖(U⁻¹).val‖) := by
  rw [blochMatrix_pow, blochMatrix_pow]
  refine norm_blochMatrix_sub_le U _ _ (pow_nonneg hd k) (fun j => ?_)
  by_cases h : ‖lam j‖ < d
  · cases k with
    | zero => simp
    | succ k =>
      simp only [truncate, if_pos h, zero_pow (Nat.succ_ne_zero k), sub_zero, norm_pow]
      exact pow_le_pow_left₀ (norm_nonneg _) h.le _
  · simp only [truncate, if_neg h, sub_self, norm_zero]
    exact pow_nonneg hd k
```

## The self-energy bound

Take $k=1$ and multiply by the hopping matrix. With $\Sigma'=HF'$,

$$\|\Sigma-\Sigma'\|=\|H(F-F')\|\le\|H\|\,\|F-F'\|\le d\,\|H\|\,\|U\|\,\|U^{-1}\| .$$

In words, the theorem says: for every complex matrix `H`, every invertible mode matrix `U`, every assignment `lam` of Bloch factors and every real `d` with `0 ≤ d`, the self-energies with full and with truncated factors differ in operator norm by at most this product. At $d=0$ nothing is discarded and the bound is zero. No relation between $d$ and $1$ is required, although a cutoff meant to remove only decaying modes would be at most $1$.

For mode-matching calculations of quantum transport, this bounds the effect of setting the Bloch factors of rapidly decaying modes to zero in a non-interacting lead with finitely many orbitals per cell. It concerns the self-energy in exact arithmetic; rounding errors and the resulting change in the transmission are not estimated.

```lean
/-- Discarding the Bloch factors of modulus below `d` changes the self-energy by at most
`d ‖H‖ ‖U‖ ‖U⁻¹‖` in operator norm. -/
theorem selfEnergy_truncation_error (H : Matrix m n ℂ) (U : (Matrix n n ℂ)ˣ)
    (lam : n → ℂ) {d : ℝ} (hd : 0 ≤ d) :
    ‖selfEnergy H U lam - selfEnergy H U (truncate d lam)‖
      ≤ d * ‖H‖ * ‖U.val‖ * ‖(U⁻¹).val‖ := by
  have h := propagation_truncation_error U lam hd 1
  simp only [pow_one] at h
  unfold selfEnergy
  rw [← Matrix.mul_sub]
  calc ‖H * (blochMatrix U lam - blochMatrix U (truncate d lam))‖
      ≤ ‖H‖ * ‖blochMatrix U lam - blochMatrix U (truncate d lam)‖ := l2_opNorm_mul _ _
    _ ≤ ‖H‖ * (d * (‖U.val‖ * ‖(U⁻¹).val‖)) := by gcongr
    _ = d * ‖H‖ * ‖U.val‖ * ‖(U⁻¹).val‖ := by ring
```

## Orthonormal modes

If the modes are orthonormal, $U$ is unitary and $U^{-1}=U^\dagger$. A matrix and its adjoint have the same norm, and

$$\|U\|^2=\|U^\dagger U\|=\|1\|\le1 ,$$

so the condition number drops out:

$$\|\Sigma-\Sigma'\|\le d\,\|H\| .$$

In Lean, $U^\dagger$ is `star U.val`. The step `hinv` identifies it with the inverse, and `hsq` is the displayed estimate. The inequality $\|1\|\le1$, rather than an equality, also covers a cell with no orbitals. Unitarity is an additional hypothesis here, since the modes of a lead are in general not orthogonal.

```lean
/-- For orthonormal modes (unitary `U`) the truncation error of the self-energy is at most
`d ‖H‖`. -/
theorem selfEnergy_truncation_error_unitary (H : Matrix m n ℂ) (U : (Matrix n n ℂ)ˣ)
    (hU : U.val ∈ unitaryGroup n ℂ) (lam : n → ℂ) {d : ℝ} (hd : 0 ≤ d) :
    ‖selfEnergy H U lam - selfEnergy H U (truncate d lam)‖ ≤ d * ‖H‖ := by
  have hinv : (U⁻¹).val = star U.val :=
    Units.inv_eq_of_mul_eq_one_right (mem_unitaryGroup_iff.mp hU)
  have hone : ‖(1 : Matrix n n ℂ)‖ ≤ 1 := by
    rw [← diagonal_one, l2_opNorm_diagonal]
    exact (pi_norm_le_iff_of_nonneg zero_le_one).mpr (fun _ => by simp)
  -- the C*-identity turns unitarity into a bound on the norms
  have hsq : ‖U.val‖ * ‖U.val‖ ≤ 1 := by
    rw [← CStarRing.norm_star_mul_self, mem_unitaryGroup_iff'.mp hU]
    exact hone
  have h := selfEnergy_truncation_error H U lam hd
  rw [hinv, norm_star, mul_assoc] at h
  exact h.trans (mul_le_of_le_one_right (mul_nonneg hd (norm_nonneg _)) hsq)
```

## A discarded factor bounds the error from below

Let mode $j$ be discarded, so that $|\lambda_j|<d$ and $\lambda'_j=0$. The eigenvalue equations for $F$ and $F'$ give

$$(F-F')u_j=\lambda_ju_j .$$

Taking lengths,

$$|\lambda_j|\,\|u_j\|\le\|F-F'\|\,\|u_j\| .$$

As a column of an invertible matrix, $u_j$ is nonzero, and division by its length yields $|\lambda_j|\le\|F-F'\|$. This holds for every invertible $U$, orthonormal or not. It concerns the Bloch matrix and not the self-energy, because $H$ may suppress the discarded mode.

The Lean proof carries out this argument with a matrix in place of the vector. Let $D$ be the diagonal matrix with a single $1$ at position $j$. Then $P=UD$ has $u_j$ as its $j$-th column and zeros elsewhere. The step `hE` is $(F-F')P=\lambda_jP$. The step `hP` shows $P\neq0$, since $P=0$ would give $D=U^{-1}P=0$, contradicting $D_{jj}=1$. The last lines compare norms and cancel $\|P\|>0$.

```lean
/-- The error of the truncated Bloch matrix is at least the modulus of every discarded
Bloch factor. -/
theorem discarded_factor_le_error (U : (Matrix n n ℂ)ˣ) (lam : n → ℂ) {d : ℝ} (j : n)
    (hj : ‖lam j‖ < d) :
    ‖lam j‖ ≤ ‖blochMatrix U lam - blochMatrix U (truncate d lam)‖ := by
  -- `P` keeps only the discarded mode `j`
  let D : Matrix n n ℂ := diagonal (Pi.single j 1)
  let P : Matrix n n ℂ := U.val * D
  have hD : diagonal (fun i => lam i - truncate d lam i) * D = lam j • D := by
    ext a b
    by_cases hab : a = b
    · subst hab
      by_cases haj : a = j
      · subst haj
        simp [D, truncate, hj]
      · simp [D, haj]
    · simp [D, hab]
  have hE : (blochMatrix U lam - blochMatrix U (truncate d lam)) * P = lam j • P := by
    change _ * (U.val * D) = lam j • (U.val * D)
    rw [blochMatrix_sub, ← mul_assoc, blochMatrix_mul_modes, mul_assoc, hD, mul_smul_comm]
  have hP : P ≠ 0 := by
    intro h0
    have h1 : D = 0 := by
      rw [← Units.inv_mul_cancel_left U D]
      change (U⁻¹).val * P = 0
      rw [h0, mul_zero]
    have h2 := congrFun (congrFun h1 j) j
    simp [D] at h2
  have h := norm_mul_le (blochMatrix U lam - blochMatrix U (truncate d lam)) P
  rw [hE, norm_smul] at h
  exact le_of_mul_le_mul_right h (norm_pos_iff.mpr hP)

end

end BlochTruncation
```

```lean
#print axioms BlochTruncation.blochMatrix_mulVec_mode
#print axioms BlochTruncation.selfEnergy_truncation_error
#print axioms BlochTruncation.selfEnergy_truncation_error_unitary
#print axioms BlochTruncation.discarded_factor_le_error
```

```
'BlochTruncation.blochMatrix_mulVec_mode' depends on axioms: [propext, Classical.choice, Quot.sound]
'BlochTruncation.selfEnergy_truncation_error' depends on axioms: [propext, Classical.choice, Quot.sound]
'BlochTruncation.selfEnergy_truncation_error_unitary' depends on axioms: [propext, Classical.choice, Quot.sound]
'BlochTruncation.discarded_factor_le_error' depends on axioms: [propext, Classical.choice, Quot.sound]
```
